# Screening Inside a Product Basis Is Exact When the Basis Contains the Whole Response

## A wrong number from correct matrices

A screened interaction can come out wrong although every matrix that enters it is correct. Take two functions with Coulomb matrix $v$ and a response $K$ that lives on the second function alone:

$$v=\begin{pmatrix}2&1\\1&1\end{pmatrix},\qquad K=\begin{pmatrix}0&0\\0&1\end{pmatrix}.$$

Screening with the full matrices gives $3/2$ for the interaction of the first function with itself. If the basis holds only the first function, the projected response is zero, and the same matrix element comes out as the bare value $2$. Inverting and projecting do not commute in general. For positive semidefinite $v$ and $K$, they do give the same screened matrix elements when an orthonormal basis contains the whole response.

## Coulomb matrix, response and basis

Let an orthonormal reference set of $n$ functions represent densities and potentials. The Coulomb matrix $v$ is positive semidefinite because the electrostatic energy $\tfrac12 x^*vx$ of a charge distribution $x$ is not negative.

The matrix $K$ is minus the polarizability, static or at imaginary frequency $i\omega$. That it is positive semidefinite is assumed here. For independent particles with real orbitals it has a simple origin: $K$ is a sum over transitions from occupied to empty states, in which the coefficient vector $\rho_s$ of each pair density enters as $\rho_s\rho_s^*$ with a weight proportional to $\Delta_s/(\Delta_s^2+\omega^2)$, where $\Delta_s>0$ is the transition energy.

The screened interaction is

$$W=v(1+Kv)^{-1}.$$

In an LAPW calculation the mixed product basis combines functions built from products of radial functions inside the muffin-tin spheres with plane waves in the interstitial region. Its $m$ functions are the columns of an $n\times m$ matrix $V$. A response carried by these functions has the form $K=VkV^*$ with an $m\times m$ matrix $k$, and the Coulomb matrix between them is $u=V^*vV$.

## What is stated

The main theorem, `project_screened`, says that for positive semidefinite $v$ and $k$ and any rectangular $V$,

$$V^*\,v(1+VkV^*v)^{-1}\,V=u(1+ku)^{-1}.$$

In Lean, `screened v K` is $v(1+Kv)^{-1}$, `Vᴴ` is $V^*$, and `PosSemidef` includes being Hermitian. The index types `n` and `m` are arbitrary finite types. The columns of $V$ need not be orthonormal or even independent. In that generality $k$ holds the expansion coefficients of the response, which can differ from its matrix elements $V^*KV$ when the overlap $V^*V$ is not the identity.

The version closest to a calculation is `project_screened_of_complete`. It starts from a given $K$, assumes $V^*V=1$ (`hV`) and assumes that every column of $K$ is a combination of basis functions (`hC : K = V * C`). Then $k=V^*KV$ is the right small matrix. Plane waves restricted to the interstitial region are not orthogonal to each other, so a mixed product basis must be orthonormalized before this version applies.

For RPA screening as used in $GW$, this means that a finite basis containing the full response loses nothing in the matrix elements of $W$ between its own functions, at static or imaginary frequency with $K$ positive semidefinite. A truncated product basis usually meets the condition only approximately, and the theorems give no error bound for that case. Real frequencies, where $K$ is in general not positive semidefinite, and the convergence of the reference set itself are also left open.

## The derivation

**The dielectric matrix is invertible.** The name stands here for $1+Kv$, which is the adjoint of the common form $1+vK$. Suppose $(1+Kv)x=0$. Multiplying from the left by $(vx)^*$ gives

$$x^*vx+(vx)^*K(vx)=0.$$

Both terms are nonnegative, so $x^*vx=0$. For positive semidefinite $v$ this implies $vx=0$, and then $x=-Kvx=0$.

**The Dyson equation.** The equation $W=v-WKv$ is the same as $W(1+Kv)=v$. Since $1+Kv$ is invertible, its only solution is $W=v(1+Kv)^{-1}$.

**Moving the basis through the inverse.** Put $A=1+VkV^*v$ and $B=1+ku$. Both are invertible by the first step, because $VkV^*$ and $u=V^*vV$ are again positive semidefinite. Moreover

$$AV=V+VkV^*vV=V(1+ku)=VB.$$

Multiplying by $A^{-1}$ from the left and $B^{-1}$ from the right gives $A^{-1}V=VB^{-1}$.

**The matrix elements.** Multiplication by $V^*v$ from the left yields

$$V^*vA^{-1}V=V^*vVB^{-1}=u(1+ku)^{-1}.$$

**Starting from a given response.** Let $V^*V=1$ and $K=VC$. Then $VV^*K=VV^*VC=VC=K$. Taking the adjoint, with $K$ Hermitian, gives $KVV^*=K$. Hence

$$V(V^*KV)V^*=(VV^*K)VV^*=KVV^*=K,$$

and the previous result applies with $k=V^*KV$.

**The interaction outside the basis.** Inserting $K=VkV^*$ and $W=vA^{-1}$ into the Dyson equation gives

$$W=v-vA^{-1}VkV^*v=v-vV(1+ku)^{-1}kV^*v.$$

The whole $n\times n$ matrix $W$ thus needs only an $m\times m$ inverse.

**The two-function example.** Here

$$1+Kv=\begin{pmatrix}1&0\\1&2\end{pmatrix},\qquad (1+Kv)^{-1}=\begin{pmatrix}1&0\\-\tfrac12&\tfrac12\end{pmatrix},$$

so the first diagonal element of $W$ is $2\cdot1+1\cdot(-\tfrac12)=\tfrac32$. With $V=(1,0)^T$ one has $u=2$ and $V^*KV=0$, which gives $2$. Positivity and orthonormality alone are therefore not enough.

## The Lean file

```lean
import Mathlib

open Matrix
open scoped ComplexOrder

namespace ProductBasisScreening

noncomputable section

variable {n m : Type*} [Fintype n] [DecidableEq n] [Fintype m] [DecidableEq m]

/-- The screened interaction `W = v (1 + K v)⁻¹` for the Coulomb matrix `v` and the response `K`
(minus the polarizability), meaningful where `1 + K v` is invertible (Lean sets the inverse to zero
elsewhere). -/
def screened (v K : Matrix n n ℂ) : Matrix n n ℂ := v * (1 + K * v)⁻¹

/-- For a positive semidefinite response and a positive semidefinite Coulomb matrix, the
dielectric matrix `1 + K v` is invertible. -/
theorem isUnit_det_dielectric {v K : Matrix n n ℂ} (hv : v.PosSemidef) (hK : K.PosSemidef) :
    IsUnit (1 + K * v).det := by
  rw [isUnit_iff_ne_zero]
  intro h0
  obtain ⟨x, hx, h⟩ := Matrix.exists_mulVec_eq_zero_iff.mpr h0
  rw [Matrix.add_mulVec, Matrix.one_mulVec, ← Matrix.mulVec_mulVec] at h
  have a := hv.dotProduct_mulVec_nonneg x
  have b := hK.dotProduct_mulVec_nonneg (v *ᵥ x)
  have c : star (v *ᵥ x) ⬝ᵥ x = star x ⬝ᵥ v *ᵥ x := by
    rw [Matrix.star_mulVec, hv.isHermitian.eq, ← Matrix.dotProduct_mulVec]
  -- pair the null-vector equation with the potential `v x`
  have d : star (v *ᵥ x) ⬝ᵥ x + star (v *ᵥ x) ⬝ᵥ K *ᵥ (v *ᵥ x) = 0 := by
    rw [← dotProduct_add, h, dotProduct_zero]
  rw [c] at d
  -- the Coulomb energy of `x` is both nonnegative and nonpositive
  have e : star x ⬝ᵥ v *ᵥ x = 0 :=
    le_antisymm ((eq_neg_of_add_eq_zero_left d).trans_le (neg_nonpos.mpr b)) a
  have f := (hv.dotProduct_mulVec_zero_iff x).mp e
  rw [f, Matrix.mulVec_zero, add_zero] at h
  exact hx h

/-- For positive semidefinite `v` and `K`, the screened interaction is the one and only solution
of the Dyson equation `W = v - W K v`. -/
theorem dyson_iff {v K : Matrix n n ℂ} (hv : v.PosSemidef) (hK : K.PosSemidef)
    (W : Matrix n n ℂ) : W = v - W * K * v ↔ W = screened v K := by
  have hA := isUnit_det_dielectric hv hK
  constructor
  · intro h
    have h' : W * (1 + K * v) = v := by
      rw [Matrix.mul_add, Matrix.mul_one, ← Matrix.mul_assoc]
      exact eq_sub_iff_add_eq.mp h
    calc W = W * (1 + K * v) * (1 + K * v)⁻¹ :=
          (Matrix.mul_nonsing_inv_cancel_right _ _ hA).symm
      _ = screened v K := by rw [h', screened]
  · rintro rfl
    have h' : screened v K * (1 + K * v) = v :=
      Matrix.nonsing_inv_mul_cancel_right _ _ hA
    rw [Matrix.mul_add, Matrix.mul_one, ← Matrix.mul_assoc] at h'
    exact eq_sub_of_add_eq h'

/-- For positive semidefinite `v` and `k`, the inverse dielectric matrix of the response
`V k V*` maps the basis functions into their own span, through the small inverse
`(1 + k V* v V)⁻¹`. -/
theorem inv_dielectric_mul_basis (V : Matrix n m ℂ) {v : Matrix n n ℂ} {k : Matrix m m ℂ}
    (hv : v.PosSemidef) (hk : k.PosSemidef) :
    (1 + V * k * Vᴴ * v)⁻¹ * V = V * (1 + k * (Vᴴ * v * V))⁻¹ := by
  have hA := isUnit_det_dielectric hv (hk.mul_mul_conjTranspose_same V)
  have hB := isUnit_det_dielectric (hv.conjTranspose_mul_mul_same V) hk
  have hAV : (1 + V * k * Vᴴ * v) * V = V * (1 + k * (Vᴴ * v * V)) := by
    simp only [Matrix.add_mul, Matrix.mul_add, Matrix.one_mul, Matrix.mul_one, Matrix.mul_assoc]
  calc (1 + V * k * Vᴴ * v)⁻¹ * V
      = (1 + V * k * Vᴴ * v)⁻¹ *
          (V * (1 + k * (Vᴴ * v * V)) * (1 + k * (Vᴴ * v * V))⁻¹) := by
        rw [Matrix.mul_nonsing_inv_cancel_right _ _ hB]
    _ = (1 + V * k * Vᴴ * v)⁻¹ *
          ((1 + V * k * Vᴴ * v) * (V * (1 + k * (Vᴴ * v * V))⁻¹)) := by
        rw [← hAV, Matrix.mul_assoc (1 + V * k * Vᴴ * v) V (1 + k * (Vᴴ * v * V))⁻¹]
    _ = V * (1 + k * (Vᴴ * v * V))⁻¹ := Matrix.nonsing_inv_mul_cancel_left _ _ hA

/-- Screening inside the product basis is exact: for positive semidefinite `v` and `k`, the
matrix elements of the full screened interaction with response `V k V*` equal the interaction
screened with the small matrices `V* v V` and `k`. -/
theorem project_screened (V : Matrix n m ℂ) {v : Matrix n n ℂ} {k : Matrix m m ℂ}
    (hv : v.PosSemidef) (hk : k.PosSemidef) :
    Vᴴ * screened v (V * k * Vᴴ) * V = screened (Vᴴ * v * V) k := by
  calc Vᴴ * screened v (V * k * Vᴴ) * V
      = Vᴴ * v * ((1 + V * k * Vᴴ * v)⁻¹ * V) := by
        simp only [screened, Matrix.mul_assoc]
    _ = screened (Vᴴ * v * V) k := by
        rw [inv_dielectric_mul_basis V hv hk]
        simp only [screened, Matrix.mul_assoc]

/-- Let `v` and `K` be positive semidefinite and the basis `V` orthonormal. If every column of
the response `K` is a combination of basis functions, then projecting `v` and `K` first and
screening afterwards gives the exact matrix elements of the screened interaction. -/
theorem project_screened_of_complete {V : Matrix n m ℂ} {v K : Matrix n n ℂ}
    {C : Matrix m n ℂ} (hv : v.PosSemidef) (hK : K.PosSemidef) (hV : Vᴴ * V = 1)
    (hC : K = V * C) :
    Vᴴ * screened v K * V = screened (Vᴴ * v * V) (Vᴴ * K * V) := by
  have h1 : V * Vᴴ * K = K := by
    rw [hC, Matrix.mul_assoc, ← Matrix.mul_assoc Vᴴ, hV, Matrix.one_mul]
  -- the response is Hermitian, so its rows lie in the basis as well
  have h2 : K * (V * Vᴴ) = K := by
    have h := congrArg Matrix.conjTranspose h1
    rwa [Matrix.conjTranspose_mul, Matrix.conjTranspose_mul,
      Matrix.conjTranspose_conjTranspose, hK.isHermitian.eq] at h
  have h3 : V * (Vᴴ * K * V) * Vᴴ = K := by
    calc V * (Vᴴ * K * V) * Vᴴ = V * Vᴴ * K * (V * Vᴴ) := by simp only [Matrix.mul_assoc]
      _ = K := by rw [h1, h2]
  have h := project_screened V hv (hK.conjTranspose_mul_mul_same V)
  rwa [h3] at h

/-- For positive semidefinite `v` and `k`, the whole screened interaction with response `V k V*`
is the bare one minus a correction that needs only an inverse of the size of the basis. -/
theorem screened_eq_bare_sub (V : Matrix n m ℂ) {v : Matrix n n ℂ} {k : Matrix m m ℂ}
    (hv : v.PosSemidef) (hk : k.PosSemidef) :
    screened v (V * k * Vᴴ) =
      v - v * V * ((1 + k * (Vᴴ * v * V))⁻¹ * k) * (Vᴴ * v) := by
  calc screened v (V * k * Vᴴ)
      = v - screened v (V * k * Vᴴ) * (V * k * Vᴴ) * v :=
        (dyson_iff hv (hk.mul_mul_conjTranspose_same V) _).mpr rfl
    _ = v - v * ((1 + V * k * Vᴴ * v)⁻¹ * V) * k * (Vᴴ * v) := by
        simp only [screened, Matrix.mul_assoc]
    _ = v - v * V * ((1 + k * (Vᴴ * v * V))⁻¹ * k) * (Vᴴ * v) := by
        rw [inv_dielectric_mul_basis V hv hk]
        simp only [Matrix.mul_assoc]

/-- A Coulomb matrix that couples two functions. -/
def vTwo : Matrix (Fin 2) (Fin 2) ℂ := !![2, 1; 1, 1]

/-- A response carried by the second function alone. -/
def KTwo : Matrix (Fin 2) (Fin 2) ℂ := !![0, 0; 0, 1]

/-- A basis that holds the first function alone. -/
def VOne : Matrix (Fin 2) (Fin 1) ℂ := !![1; 0]

/-- Completeness of the basis cannot be dropped: here `v` and `K` are positive semidefinite and
the basis is orthonormal, but the exact screened matrix element is 3/2 while screening inside
the basis gives 2. -/
theorem incomplete_basis_fails :
    vTwo.PosSemidef ∧ KTwo.PosSemidef ∧ VOneᴴ * VOne = 1 ∧
      (VOneᴴ * screened vTwo KTwo * VOne) 0 0 = 3 / 2 ∧
      screened (VOneᴴ * vTwo * VOne) (VOneᴴ * KTwo * VOne) 0 0 = 2 := by
  refine ⟨?_, ?_, ?_, ?_, ?_⟩
  · have h : vTwo = (!![1, 0; 1, 1] : Matrix (Fin 2) (Fin 2) ℂ)ᴴ * !![1, 0; 1, 1] := by
      ext i j
      fin_cases i <;> fin_cases j <;>
        norm_num [vTwo, Matrix.mul_apply, Fin.sum_univ_succ]
    rw [h]
    exact Matrix.posSemidef_conjTranspose_mul_self _
  · have h : KTwo = KTwoᴴ * KTwo := by
      ext i j
      fin_cases i <;> fin_cases j <;>
        norm_num [KTwo, Matrix.mul_apply, Fin.sum_univ_succ]
    rw [h]
    exact Matrix.posSemidef_conjTranspose_mul_self _
  · ext i j
    fin_cases i
    fin_cases j
    norm_num [VOne, Matrix.mul_apply, Fin.sum_univ_succ]
  · have h : (1 + KTwo * vTwo)⁻¹ = !![1, 0; -1 / 2, 1 / 2] := by
      apply Matrix.inv_eq_right_inv
      ext i j
      fin_cases i <;> fin_cases j <;>
        norm_num [KTwo, vTwo, Matrix.mul_apply, Matrix.one_apply, Fin.sum_univ_succ]
    rw [screened, h]
    norm_num [VOne, vTwo, Matrix.mul_apply, Fin.sum_univ_succ]
  · -- the basis does not see the response at all
    have h : VOneᴴ * KTwo * VOne = 0 := by
      ext i j
      fin_cases i
      fin_cases j
      norm_num [VOne, KTwo, Matrix.mul_apply, Fin.sum_univ_succ]
    rw [screened, h, Matrix.zero_mul, add_zero, inv_one, Matrix.mul_one]
    norm_num [VOne, vTwo, Matrix.mul_apply, Fin.sum_univ_succ]

end

end ProductBasisScreening
```

```lean
#print axioms ProductBasisScreening.project_screened
#print axioms ProductBasisScreening.project_screened_of_complete
#print axioms ProductBasisScreening.screened_eq_bare_sub
#print axioms ProductBasisScreening.incomplete_basis_fails
```

```
'ProductBasisScreening.project_screened' depends on axioms: [propext, Classical.choice, Quot.sound]
'ProductBasisScreening.project_screened_of_complete' depends on axioms: [propext, Classical.choice, Quot.sound]
'ProductBasisScreening.screened_eq_bare_sub' depends on axioms: [propext, Classical.choice, Quot.sound]
'ProductBasisScreening.incomplete_basis_fails' depends on axioms: [propext, Classical.choice, Quot.sound]
```

## The proof, lemma by lemma

`isUnit_det_dielectric` is the invertibility step. It assumes that the determinant vanishes and obtains a nonzero null vector `x`. The facts `a` and `b` are the two nonnegative terms, `c` uses that $v$ is Hermitian to rewrite $(vx)^*x$ as $x^*vx$, and `d` says that the terms add to zero. In `e`, `le_antisymm` combines the two bounds on $x^*vx$, and `f` turns the result into $vx=0$. The null-vector equation `h` then reduces to $x=0$, which contradicts `hx`. The later lemmas need this invertibility to cancel a matrix against its inverse.

`dyson_iff` proves both directions of the Dyson step. Each passes through `h'`, the form $W(1+Kv)=v$.

`inv_dielectric_mul_basis` moves the basis through the inverse. The facts `hA` and `hB` give the invertibility of $A$ and $B$, and `hAV` is $AV=VB$. The `calc` block inserts $BB^{-1}$ after $V$, replaces $VB$ by $AV$, and cancels $A^{-1}A$.

`project_screened` then only regroups the product so that $A^{-1}V$ stands together, and rewrites it with the previous lemma.

In `project_screened_of_complete`, `h1` is $VV^*K=K$, `h2` is its adjoint, and `h3` reassembles $K$ from its projection. The last line substitutes `h3` into the main theorem.

`screened_eq_bare_sub` takes the Dyson equation from `dyson_iff` and replaces $A^{-1}V$ by $VB^{-1}$.

`incomplete_basis_fails` treats the example with `vTwo`, `KTwo` and `VOne`. Positivity follows from writing each matrix as $L^*L$. The inverse of the dielectric matrix is supplied explicitly and confirmed by multiplication through `Matrix.inv_eq_right_inv`. For the value $2$, the proof first shows that the projected response is zero, so that only the bare interaction remains.
